# For a bounded positive semidefinite interaction, the corrected fit never overestimates a self-repulsion and errs at most quadratically

## Can a poor fit push the corrected value above the exact one?

In an LAPW calculation of exchange, I expand each product of two orbitals in a mixed product basis: radial functions times spherical harmonics in the muffin-tin spheres, plane waves in the interstitial. The basis is truncated, so the true product $p$ is replaced by a fit $q$. The repulsion $\langle q,vq\rangle$ then comes out sometimes above and sometimes below $\langle p,vp\rangle$.

I have been told to use $2\,\mathrm{Re}\langle q,vp\rangle-\langle q,vq\rangle$ instead, and that this never comes out too high. But my $q$ is an ordinary overlap fit that knows nothing about $v$. Why should a combination with a factor of two and a minus sign respect a bound for any $q$, even a bad one? And how far below the exact value can it fall?

## The deficit is the repulsion of the misfit with itself

It cannot overshoot, because what is missing is exactly $\langle d,vd\rangle$, where $d=p-q$ is the fitting error. For a positive semidefinite interaction, such as the Coulomb repulsion, this is non-negative, whatever produced $q$.

Let the inner product be conjugate-linear in its first argument, and let $v$ be Hermitian, positive semidefinite and bounded with operator norm $\|v\|$. Write

$$R(x)=\mathrm{Re}\langle x,vx\rangle,\qquad C(p,q)=2\,\mathrm{Re}\langle q,vp\rangle-R(q).$$

Taking the real part loses nothing, since $\overline{\langle x,vx\rangle}=\langle vx,x\rangle=\langle x,vx\rangle$. Now expand the self-repulsion of a difference:

$$R(x-y)=R(x)-\mathrm{Re}\langle x,vy\rangle-\mathrm{Re}\langle y,vx\rangle+R(y).$$

Hermiticity gives $\langle x,vy\rangle=\langle vx,y\rangle=\overline{\langle y,vx\rangle}$, so the two cross terms have the same real part and

$$R(x-y)=R(x)-2\,\mathrm{Re}\langle y,vx\rangle+R(y).$$

With $x=p$ and $y=q$, the right-hand side is $R(p)-C(p,q)$. Hence

$$R(p)-C(p,q)=R(d).$$

Positivity gives $R(d)\ge 0$. Cauchy–Schwarz and the definition of the operator norm give $R(d)\le\|d\|\,\|vd\|\le\|v\|\,\|d\|^2$.

The uncorrected value behaves differently. Setting $x=p$ and $y=d$, so that $x-y=q$, yields

$$R(p)-R(q)=2\,\mathrm{Re}\langle d,vp\rangle-R(d).$$

The first term is linear in $d$ and can have either sign, which is the scatter you see.

### Two components are enough to see it

Take real vectors with two components, $v=\begin{pmatrix}2&1\\1&2\end{pmatrix}$ and $p=(1,1)$. The eigenvalues of $v$ are 1 and 3, so $\|v\|=3$. Here $vp=(3,3)$ and $R(p)=6$.

| $q$ | $R(q)$ | $C(p,q)$ | $R(d)$ | $\|v\|\|d\|^2$ |
|---|---|---|---|---|
| $(1,\,0.9)$ | 5.42 | 5.98 | 0.02 | 0.03 |
| $(1,\,1.1)$ | 6.62 | 5.98 | 0.02 | 0.03 |
| $(1,\,0)$ | 2 | 4 | 2 | 3 |
| $(1.5,\,0)$ | 4.5 | 4.5 | 1.5 | 3.75 |

In the first row, for instance, $\langle q,vp\rangle=5.7$ and $C=11.4-5.42=5.98$. The second row shows the uncorrected value overshooting while the corrected one stays below 6. The last two rows use only the first basis vector: $(1,0)$ is the overlap fit, and $(1.5,0)$ is the fit in the Coulomb metric.

### Exact fits, Coulomb-metric fits and pairs of products

**When the corrected value is exact.** If $vd=0$, then $R(d)=0$. Conversely, suppose $R(d)=0$ and put $w=vd$. For real $t$, positivity and the difference formula give

$$0\le R(d-tw)=-2t\|w\|^2+t^2R(w).$$

Choose $t=\|w\|^2/(R(w)+1)$, so that $\|w\|^2=t(R(w)+1)$. The right-hand side becomes $-t^2(R(w)+2)$, which forces $t=0$ and therefore $w=0$. The corrected fit is thus exact precisely when the misfit generates no potential.

**Fits in the Coulomb metric.** Let $q$ lie in a fitting space $S$ and satisfy the normal equations $\langle b,v(p-q)\rangle=0$ for all $b\in S$. Taking $b=q$ gives $\langle q,vp\rangle=\langle q,vq\rangle$, so $C(p,q)=R(q)$ and the correction changes nothing. For any other $b\in S$, write $p-b=(p-q)-(b-q)$. The cross term vanishes, leaving

$$R(p-b)=R(p-q)+R(b-q)\ge R(p-q),$$

and so $C(p,b)\le C(p,q)$. This fit gives the largest corrected value available in $S$.

**Two different products.** For $p_1,p_2$ with fits $q_1,q_2$, expanding both arguments gives

$$\langle p_1,vp_2\rangle-\bigl(\langle q_1,vp_2\rangle+\langle p_1,vq_2\rangle-\langle q_1,vq_2\rangle\bigr)=\langle p_1-q_1,\,v(p_2-q_2)\rangle.$$

Its modulus is at most $\|v\|\,\|p_1-q_1\|\,\|p_2-q_2\|$. The error is still of second order, but it has no definite sign.

**The constant is the best possible in general.** For $v=1$ the deficit is $\|d\|^2$, which equals the upper bound.

### Products as vectors, the interaction as a bounded operator

In the Lean file, `E` is any complex inner product space; it stands for a space of functions that contains the orbital products. The true product and its fit both live in `E`; the truncated basis spans a subspace of it. The interaction `v : E →L[ℂ] E` is a bounded linear operator, and `IsRepulsion v` collects the two physical assumptions. `hermitian` stands for the symmetry of the interaction between two charge distributions, and `nonneg` says that no distribution has negative energy with itself. The Coulomb kernel has this second property because its Fourier components are positive. Being repulsive at every distance would not be enough: the matrix $\begin{pmatrix}1&2\\2&1\end{pmatrix}$ has only positive entries, yet it gives $\langle d,vd\rangle=-2$ for $d=(1,-1)$. If a Hermitian interaction had $\langle d,vd\rangle<0$ for some $d$, the corrected value would overshoot for every fit with that error.

`selfRepulsion v p` is $R(p)$ and `correctedFit v p q` is $C(p,q)$. The main theorem, `correctedFit_error`, states three things for all `p` and `q`: the error identity, the lower bound and the upper bound. No condition links `q` to `p`.

Boundedness is a real restriction. The bare Coulomb operator on square-integrable functions in all of space is unbounded, because the Fourier transform of $1/r$ at wave vector $g$, which is $4\pi/g^2$ in atomic units, diverges as $g\to 0$. In a crystal, a product with Bloch vector $k$ contains only the wave vectors $k+G$, with $G$ a reciprocal lattice vector. For $k\ne 0$ in the first Brillouin zone the operator is then bounded, with norm $4\pi/k^2$; at $k=0$ the component $G=0$ has to be treated separately. On a finite-dimensional space every linear operator is bounded, but that space must contain the true product $p$ as well as the fit. If you describe it by a basis that is not orthonormal, `v` is the operator and not its Coulomb matrix, and the norms are those of the overlap metric.

`coulomb_metric_fit` takes a solution of the normal equations as given and does not construct one. Errors in evaluating $\langle q,vp\rangle$ itself, from quadrature or a truncated angular expansion, do not enter the model.

```lean
import Mathlib

open scoped InnerProductSpace

namespace MixedProductBasis

noncomputable section

variable {E : Type*} [NormedAddCommGroup E] [InnerProductSpace ℂ E]

/-- A bounded interaction `v` on orbital products that is Hermitian and positive
semidefinite. -/
structure IsRepulsion (v : E →L[ℂ] E) : Prop where
  hermitian : ∀ x y, ⟪v x, y⟫_ℂ = ⟪x, v y⟫_ℂ
  nonneg : ∀ x, 0 ≤ (⟪x, v x⟫_ℂ).re

/-- The self-repulsion of an orbital product `p`: the real part of `⟨p, v p⟩`. -/
def selfRepulsion (v : E →L[ℂ] E) (p : E) : ℝ := (⟪p, v p⟫_ℂ).re

/-- The corrected value `2 Re⟨q, v p⟩ - Re⟨q, v q⟩` for the self-repulsion of `p`, built with a
fitted approximation `q`. -/
def correctedFit (v : E →L[ℂ] E) (p q : E) : ℝ :=
  2 * (⟪q, v p⟫_ℂ).re - selfRepulsion v q

/-- For a Hermitian positive semidefinite interaction `⟨p, v p⟩` is real, so it equals the
self-repulsion of `p`. -/
theorem selfRepulsion_eq_inner {v : E →L[ℂ] E} (hv : IsRepulsion v) (p : E) :
    (selfRepulsion v p : ℂ) = ⟪p, v p⟫_ℂ := by
  unfold selfRepulsion
  apply Complex.conj_eq_iff_re.mp
  rw [inner_conj_symm]
  exact hv.hermitian p p

/-- The self-repulsion of a difference of two products, for a Hermitian positive semidefinite
interaction: the two cross terms combine into one real part. -/
theorem selfRepulsion_sub {v : E →L[ℂ] E} (hv : IsRepulsion v) (x y : E) :
    selfRepulsion v (x - y)
      = selfRepulsion v x - 2 * (⟪y, v x⟫_ℂ).re + selfRepulsion v y := by
  -- hermiticity makes the two cross terms complex conjugates
  have h : (⟪x, v y⟫_ℂ).re = (⟪y, v x⟫_ℂ).re := by
    rw [← hv.hermitian x y, ← inner_conj_symm (v x) y, Complex.conj_re]
  simp only [selfRepulsion, map_sub, inner_sub_left, inner_sub_right, Complex.sub_re]
  linarith

/-- A matrix element of a bounded interaction is at most the norm of the interaction times
the norms of the two products. -/
theorem norm_element_le (v : E →L[ℂ] E) (x y : E) :
    ‖⟪x, v y⟫_ℂ‖ ≤ ‖v‖ * ‖x‖ * ‖y‖ := by
  calc ‖⟪x, v y⟫_ℂ‖ ≤ ‖x‖ * ‖v y‖ := norm_inner_le_norm x (v y)
    _ ≤ ‖x‖ * (‖v‖ * ‖y‖) := mul_le_mul_of_nonneg_left (v.le_opNorm y) (norm_nonneg x)
    _ = ‖v‖ * ‖x‖ * ‖y‖ := by ring

/-- For a Hermitian positive semidefinite interaction, the corrected fit misses the exact
self-repulsion by the self-repulsion of the fitting error `p - q`. This deficit is never
negative and is at most `‖v‖ ‖p - q‖²`. -/
theorem correctedFit_error {v : E →L[ℂ] E} (hv : IsRepulsion v) (p q : E) :
    selfRepulsion v p - correctedFit v p q = selfRepulsion v (p - q) ∧
    0 ≤ selfRepulsion v p - correctedFit v p q ∧
    selfRepulsion v p - correctedFit v p q ≤ ‖v‖ * ‖p - q‖ ^ 2 := by
  have h : selfRepulsion v p - correctedFit v p q = selfRepulsion v (p - q) := by
    rw [selfRepulsion_sub hv, correctedFit]
    ring
  refine ⟨h, ?_, ?_⟩
  · rw [h]
    exact hv.nonneg (p - q)
  · rw [h]
    calc selfRepulsion v (p - q) ≤ ‖⟪p - q, v (p - q)⟫_ℂ‖ := Complex.re_le_norm _
      _ ≤ ‖v‖ * ‖p - q‖ * ‖p - q‖ := norm_element_le v _ _
      _ = ‖v‖ * ‖p - q‖ ^ 2 := by ring

/-- For a Hermitian positive semidefinite interaction, the error of the uncorrected value
`⟨q, v q⟩` consists of a term linear in the fitting error `p - q` and a quadratic one. -/
theorem uncorrected_error {v : E →L[ℂ] E} (hv : IsRepulsion v) (p q : E) :
    selfRepulsion v p - selfRepulsion v q
      = 2 * (⟪p - q, v p⟫_ℂ).re - selfRepulsion v (p - q) := by
  have h := selfRepulsion_sub hv p (p - q)
  rw [sub_sub_cancel] at h
  linarith

/-- For a Hermitian positive semidefinite interaction, the corrected fit is exact if and only
if the fitting error `p - q` generates no potential. -/
theorem correctedFit_exact_iff {v : E →L[ℂ] E} (hv : IsRepulsion v) (p q : E) :
    correctedFit v p q = selfRepulsion v p ↔ v (p - q) = 0 := by
  have herr := (correctedFit_error hv p q).1
  constructor
  · intro heq
    have h0 : selfRepulsion v (p - q) = 0 := by linarith
    generalize p - q = d at h0
    have hb : 0 ≤ selfRepulsion v (v d) := hv.nonneg (v d)
    have hn : (⟪v d, v d⟫_ℂ).re = ‖v d‖ ^ 2 := inner_self_eq_norm_sq (𝕜 := ℂ) (v d)
    -- choose the step t along the potential v d that would make the repulsion negative
    have hne : selfRepulsion v (v d) + 1 ≠ 0 := by linarith
    obtain ⟨t, ht⟩ : ∃ t : ℝ, ‖v d‖ ^ 2 = t * (selfRepulsion v (v d) + 1) :=
      ⟨‖v d‖ ^ 2 / (selfRepulsion v (v d) + 1), (div_mul_cancel₀ _ hne).symm⟩
    have h1 : (⟪(t : ℂ) • v d, v d⟫_ℂ).re = t * ‖v d‖ ^ 2 := by
      rw [inner_smul_left, Complex.conj_ofReal, Complex.re_ofReal_mul, hn]
    have h2 : selfRepulsion v ((t : ℂ) • v d) = t ^ 2 * selfRepulsion v (v d) := by
      unfold selfRepulsion
      rw [map_smul, inner_smul_left, inner_smul_right, Complex.conj_ofReal,
        Complex.re_ofReal_mul, Complex.re_ofReal_mul]
      ring
    have h3 : 0 ≤ selfRepulsion v (d - (t : ℂ) • v d) := hv.nonneg _
    rw [selfRepulsion_sub hv, h0, h1, h2, ht] at h3
    have h4 : t ^ 2 = 0 := by
      nlinarith [mul_nonneg (sq_nonneg t) hb, sq_nonneg t]
    have h5 : t = 0 := pow_eq_zero_iff (two_ne_zero) |>.mp h4
    rw [h5, zero_mul] at ht
    exact norm_eq_zero.mp (pow_eq_zero_iff (two_ne_zero) |>.mp ht)
  · intro h
    have h0 : selfRepulsion v (p - q) = 0 := by
      rw [selfRepulsion, h, inner_zero_right, Complex.zero_re]
    linarith

/-- For two orbital products with separate fits, the corrected matrix element of a bounded
interaction errs by at most `‖v‖` times the product of the norms of the two fitting errors. -/
theorem corrected_element_error (v : E →L[ℂ] E) (p₁ p₂ q₁ q₂ : E) :
    ‖⟪p₁, v p₂⟫_ℂ - (⟪q₁, v p₂⟫_ℂ + ⟪p₁, v q₂⟫_ℂ - ⟪q₁, v q₂⟫_ℂ)‖
      ≤ ‖v‖ * ‖p₁ - q₁‖ * ‖p₂ - q₂‖ := by
  -- the error is the interaction between the two fitting errors
  have h : ⟪p₁, v p₂⟫_ℂ - (⟪q₁, v p₂⟫_ℂ + ⟪p₁, v q₂⟫_ℂ - ⟪q₁, v q₂⟫_ℂ)
      = ⟪p₁ - q₁, v (p₂ - q₂)⟫_ℂ := by
    simp only [map_sub, inner_sub_left, inner_sub_right]
    ring
  rw [h]
  exact norm_element_le v _ _

/-- Let the interaction be Hermitian positive semidefinite, and let `q` in the fitting space
`S` leave an error whose potential is orthogonal to `S`. Then the corrected value is just
`⟨q, v q⟩`, and no other fit in `S` gives a larger corrected value. -/
theorem coulomb_metric_fit {v : E →L[ℂ] E} (hv : IsRepulsion v) (S : Submodule ℂ E)
    {p q : E} (hq : q ∈ S) (hfit : ∀ b ∈ S, ⟪b, v (p - q)⟫_ℂ = 0) :
    correctedFit v p q = selfRepulsion v q ∧
    ∀ b ∈ S, correctedFit v p b ≤ correctedFit v p q := by
  constructor
  · have h := congrArg Complex.re (hfit q hq)
    simp only [map_sub, inner_sub_right, Complex.sub_re, Complex.zero_re] at h
    unfold correctedFit selfRepulsion
    linarith
  · intro b hb
    -- the error of b is the error of q plus an orthogonal part inside S
    have h := selfRepulsion_sub hv (p - q) (b - q)
    rw [sub_sub_sub_cancel_right, hfit (b - q) (S.sub_mem hb hq), Complex.zero_re] at h
    have hpos : 0 ≤ selfRepulsion v (b - q) := hv.nonneg _
    have e₁ := (correctedFit_error hv p b).1
    have e₂ := (correctedFit_error hv p q).1
    linarith

/-- The identity interaction is Hermitian positive semidefinite, and for it the error of the
corrected fit equals the upper bound `‖v‖ ‖p - q‖²` for every product and every fit. -/
theorem error_bound_sharp :
    IsRepulsion (ContinuousLinearMap.id ℂ E) ∧
    ∀ p q : E, selfRepulsion (ContinuousLinearMap.id ℂ E) p
        - correctedFit (ContinuousLinearMap.id ℂ E) p q
      = ‖ContinuousLinearMap.id ℂ E‖ * ‖p - q‖ ^ 2 := by
  have hn : ∀ x : E, (⟪x, x⟫_ℂ).re = ‖x‖ ^ 2 := fun x => inner_self_eq_norm_sq (𝕜 := ℂ) x
  have hv : IsRepulsion (ContinuousLinearMap.id ℂ E) :=
    ⟨fun _ _ => rfl, fun x => (sq_nonneg ‖x‖).trans_eq (hn x).symm⟩
  refine ⟨hv, fun p q => le_antisymm (correctedFit_error hv p q).2.2 ?_⟩
  rw [(correctedFit_error hv p q).1]
  calc ‖ContinuousLinearMap.id ℂ E‖ * ‖p - q‖ ^ 2 ≤ 1 * ‖p - q‖ ^ 2 :=
        mul_le_mul_of_nonneg_right ContinuousLinearMap.norm_id_le (sq_nonneg _)
    _ = selfRepulsion (ContinuousLinearMap.id ℂ E) (p - q) := by
        rw [one_mul]
        exact (hn (p - q)).symm

end

end MixedProductBasis
```

```lean
#print axioms MixedProductBasis.correctedFit_error
#print axioms MixedProductBasis.correctedFit_exact_iff
#print axioms MixedProductBasis.coulomb_metric_fit
#print axioms MixedProductBasis.error_bound_sharp
```

```
'MixedProductBasis.correctedFit_error' depends on axioms: [propext, Classical.choice, Quot.sound]
'MixedProductBasis.correctedFit_exact_iff' depends on axioms: [propext, Classical.choice, Quot.sound]
'MixedProductBasis.coulomb_metric_fit' depends on axioms: [propext, Classical.choice, Quot.sound]
'MixedProductBasis.error_bound_sharp' depends on axioms: [propext, Classical.choice, Quot.sound]
```

### From the difference formula to the theorems

`selfRepulsion_eq_inner` shows that $\langle p,vp\rangle$ equals its own conjugate, so the real-valued definition carries the whole number. `selfRepulsion_sub` is the difference formula. Its inner statement `h` equates the real parts of the cross terms by hermiticity; `simp only` expands the inner products and `linarith` collects the terms. `norm_element_le` is Cauchy–Schwarz followed by the operator-norm bound.

With these, `correctedFit_error` is short. Rewriting with the difference formula proves the identity, `hv.nonneg (p - q)` gives the lower bound, and a `calc` chain goes from the real part to the modulus and then to $\|v\|\|d\|^2$. `uncorrected_error` applies the same formula to `p` and `p - q`, where `sub_sub_cancel` turns $p-(p-q)$ into $q$.

In `correctedFit_exact_iff`, the forward direction names the misfit `d` and obtains the step `t` chosen above. `h1` and `h2` compute the linear and quadratic terms in `t`, `h3` is positivity at the shifted vector, and `nlinarith` concludes that $t^2=0$. The reverse direction substitutes $vd=0$ into the error identity.

`corrected_element_error` expands the two-product error into a single matrix element and applies `norm_element_le`; it needs neither hermiticity nor positivity. The first half of `coulomb_metric_fit` uses the normal equation at `q` itself. The second half uses it at `b - q`, which lies in `S`, to remove the cross term, and then compares the two error identities.

`error_bound_sharp` first checks that the identity operator is a repulsion. It gets one inequality from the main theorem and the other from $\|1\|\le 1$, a form that also holds in the zero space.

For exchange integrals with a bounded interaction, then, you can keep your overlap fit and still have a one-sided, second-order error in each self-repulsion, provided that $\langle q,vp\rangle$ is evaluated with the true product $p$. If you fit in the Coulomb metric instead, $\langle q,vq\rangle$ already is the corrected value.
